# Length and velocity polarizabilities of hydrogen 1s from one function z exp(−s r) agree only at s = 1/2 and s = 1

In atomic units, let $\psi=e^{-r}/\sqrt\pi$ be the hydrogen 1s orbital, $\varphi_s=N z\,e^{-sr}$ a normalized p function with $s>0$ and $N=\sqrt{s^5/\pi}$, and $g$ the mean energy of $\varphi_s$ minus the 1s energy. The response of the atom to a weak static field along $z$ can then be estimated from this single excited function in a length form $\alpha_L=2\langle\varphi_s|z|\psi\rangle^2/g$ or a velocity form $\alpha_V=2|\langle\varphi_s|p_z|\psi\rangle|^2/g^3$, and the two are compared here for every $s>0$.

```lean
import Mathlib

open Real MeasureTheory Set

namespace StarkLengthVelocity

noncomputable section

/-- Integral over space of an axially symmetric function of the spherical coordinates `r, θ`. -/
def spaceInt (F : ℝ → ℝ → ℝ) : ℝ :=
  2 * π * ∫ r in Ioi (0 : ℝ), ∫ θ in Ioo (0 : ℝ) π, F r θ * (r ^ 2 * sin θ)

/-- The hydrogen Hamiltonian `-Δ/2 - 1/r` in atomic units, acting on axially symmetric
functions, for `r > 0` and `0 < θ < π`. -/
def hydrogenH (f : ℝ → ℝ → ℝ) (r θ : ℝ) : ℝ :=
  -(1 / 2) * (deriv (fun x => x ^ 2 * deriv (fun y => f y θ) x) r / r ^ 2
    + deriv (fun t => sin t * deriv (f r) t) θ / (r ^ 2 * sin θ)) - f r θ / r

/-- The derivative `∂/∂z` of an axially symmetric function, for `r > 0`. -/
def dz (f : ℝ → ℝ → ℝ) (r θ : ℝ) : ℝ :=
  cos θ * deriv (fun x => f x θ) r - sin θ / r * deriv (f r) θ

/-- The hydrogen 1s orbital. -/
def oneS (r _θ : ℝ) : ℝ := exp (-r) / √π

/-- The p function proportional to `z exp(-s r)`, with `z = r cos θ`, for `s > 0`. -/
def pFun (s r θ : ℝ) : ℝ := √(s ^ 5 / π) * (r * cos θ) * exp (-(s * r))

/-- The transition element of `z` between 1s and the p function. -/
def zElem (s : ℝ) : ℝ := spaceInt fun r θ => pFun s r θ * (r * cos θ) * oneS r θ

/-- The transition element of `p_z = -i ∂/∂z` between 1s and the p function. -/
def pzElem (s : ℝ) : ℂ :=
  -Complex.I * (spaceInt fun r θ => pFun s r θ * dz oneS r θ : ℝ)

/-- The energy gap: mean energy of the p function minus the 1s energy `-1/2`. -/
def gap (s : ℝ) : ℝ := (spaceInt fun r θ => pFun s r θ * hydrogenH (pFun s) r θ) - (-(1 / 2))

/-- Length form of the one-state polarizability, for nonzero gap. -/
def lengthForm (s : ℝ) : ℝ := 2 * zElem s ^ 2 / gap s

/-- Velocity form of the one-state polarizability, for nonzero gap. -/
def velocityForm (s : ℝ) : ℝ := 2 * ‖pzElem s‖ ^ 2 / gap s ^ 3

/-- Space integral of `(A r² + B r) exp(-a r) cos² θ` for `a > 0`. -/
theorem spaceInt_cos_sq {F : ℝ → ℝ → ℝ} {a A B : ℝ} (ha : 0 < a)
    (hF : ∀ r θ, 0 < r → 0 < θ → θ < π →
      F r θ = (A * r ^ 2 + B * r) * exp (-(a * r)) * cos θ ^ 2) :
    spaceInt F = 4 * π / 3 * (24 * A / a ^ 5 + 6 * B / a ^ 4) := by
  -- the angular integral
  have hang : ∫ θ in Ioo (0 : ℝ) π, cos θ ^ 2 * sin θ = 2 / 3 := by
    rw [← integral_Ioc_eq_integral_Ioo, ← intervalIntegral.integral_of_le pi_pos.le,
      intervalIntegral.integral_eq_sub_of_hasDerivAt (f := fun t => -(cos t ^ 3) / 3)]
    · norm_num
    · intro t _
      refine (((hasDerivAt_cos t).fun_pow 3).fun_neg.div_const 3).congr_deriv ?_
      norm_num
      ring
    · exact (by fun_prop : Continuous fun t => cos t ^ 2 * sin t).intervalIntegrable _ _
  -- the radial integrals
  have hI : ∀ n : ℕ, ∫ r in Ioi (0 : ℝ), r ^ n * exp (-(a * r))
      = (n.factorial : ℝ) / a ^ (n + 1) := by
    intro n
    have h := Real.integral_rpow_mul_exp_neg_mul_Ioi (a := (n : ℝ) + 1) (by positivity) ha
    have e : (1 / a) ^ ((n : ℝ) + 1) = 1 / a ^ (n + 1) := by
      rw [show (n : ℝ) + 1 = ((n + 1 : ℕ) : ℝ) from (Nat.cast_succ n).symm,
        Real.rpow_natCast, one_div_pow]
    simp only [add_sub_cancel_right, Real.rpow_natCast] at h
    rw [h, e, Real.Gamma_nat_eq_factorial]
    ring
  have hint : ∀ n : ℕ, IntegrableOn (fun r : ℝ => r ^ n * exp (-(a * r))) (Ioi 0) := by
    intro n
    by_contra h
    have h0 := (hI n).symm.trans (integral_undef h)
    have : (0 : ℝ) < (n.factorial : ℝ) / a ^ (n + 1) := by positivity
    linarith
  have hE : ∀ r ∈ Ioi (0 : ℝ), ∫ θ in Ioo (0 : ℝ) π, F r θ * (r ^ 2 * sin θ)
      = 2 / 3 * (A * (r ^ 4 * exp (-(a * r))) + B * (r ^ 3 * exp (-(a * r)))) := by
    intro r hr
    refine (setIntegral_congr_fun (g := fun θ => ((A * r ^ 4 + B * r ^ 3) * exp (-(a * r)))
      * (cos θ ^ 2 * sin θ)) measurableSet_Ioo ?_).trans ?_
    · intro θ hθ
      simp only [hF r θ hr hθ.1 hθ.2]
      ring
    · rw [integral_const_mul, hang]
      ring
  unfold spaceInt
  rw [setIntegral_congr_fun measurableSet_Ioi hE, integral_const_mul,
    integral_add ((hint 4).const_mul A) ((hint 3).const_mul B), integral_const_mul,
    integral_const_mul, hI, hI]
  simp only [Nat.factorial]
  push_cast
  ring

private lemma oneS_dr (r θ : ℝ) : deriv (fun x => oneS x θ) r = -(exp (-r) / √π) :=
  (((hasDerivAt_id' r).fun_neg.exp.div_const √π).congr_deriv (by ring)).deriv

private lemma oneS_dθ (r θ : ℝ) : deriv (oneS r) θ = 0 :=
  (hasDerivAt_const θ (exp (-r) / √π)).deriv

/-- Away from the nucleus, 1s solves the Schrödinger equation with energy `-1/2`. -/
theorem hydrogenH_oneS {r : ℝ} (hr : 0 < r) (θ : ℝ) :
    hydrogenH oneS r θ = -(1 / 2) * oneS r θ := by
  have q : HasDerivAt (fun x : ℝ => x ^ 2) (2 * r) r := by simpa using hasDerivAt_pow 2 r
  have h2 : HasDerivAt (fun x : ℝ => x ^ 2 * -(exp (-x) / √π))
      ((r ^ 2 - 2 * r) * (exp (-r) / √π)) r :=
    (q.fun_mul ((hasDerivAt_id' r).fun_neg.exp.div_const √π).fun_neg).congr_deriv (by ring)
  simp only [hydrogenH, oneS_dr, oneS_dθ, mul_zero, deriv_const, h2.deriv, zero_div, add_zero]
  unfold oneS
  generalize exp (-r) / √π = e
  field_simp
  ring

/-- Action of the Hamiltonian on the p function, for `r > 0` and `0 < θ < π`. -/
theorem hydrogenH_pFun (s : ℝ) {r θ : ℝ} (hr : 0 < r) (h0 : 0 < θ) (hπ : θ < π) :
    hydrogenH (pFun s) r θ
      = √(s ^ 5 / π) * cos θ * exp (-(s * r)) * (2 * s - 1 - s ^ 2 / 2 * r) := by
  have hsin : sin θ ≠ 0 := (sin_pos_of_pos_of_lt_pi h0 hπ).ne'
  have e : ∀ x : ℝ, HasDerivAt (fun y : ℝ => exp (-(s * y))) (exp (-(s * x)) * -(s * 1)) x :=
    fun x => ((hasDerivAt_id' x).const_mul s).fun_neg.exp
  have q : HasDerivAt (fun x : ℝ => x ^ 2) (2 * r) r := by simpa using hasDerivAt_pow 2 r
  -- radial derivatives
  have h1 : ∀ x, deriv (fun y => pFun s y θ) x
      = √(s ^ 5 / π) * cos θ * ((1 - s * x) * exp (-(s * x))) := fun x =>
    (((((hasDerivAt_id' x).mul_const (cos θ)).const_mul √(s ^ 5 / π)).fun_mul
      (e x)).congr_deriv (by ring)).deriv
  have h2 := (q.fun_mul (((((hasDerivAt_id' r).const_mul s).const_sub 1).fun_mul
    (e r)).const_mul (√(s ^ 5 / π) * cos θ))).deriv
  -- angular derivatives
  have h3 : ∀ t, deriv (pFun s r) t = √(s ^ 5 / π) * (r * -sin t) * exp (-(s * r)) := fun t =>
    ((((hasDerivAt_cos t).const_mul r).const_mul √(s ^ 5 / π)).mul_const _).deriv
  have h4 := ((hasDerivAt_sin θ).fun_mul ((((hasDerivAt_sin θ).fun_neg.const_mul r).const_mul
    √(s ^ 5 / π)).mul_const (exp (-(s * r))))).deriv
  simp only [hydrogenH, h1, h3]
  rw [h2, h4]
  unfold pFun
  generalize √(s ^ 5 / π) = N
  generalize exp (-(s * r)) = E
  field_simp
  ring

/-- The p function is normalized for `s > 0`. -/
theorem pFun_normalized {s : ℝ} (hs : 0 < s) : (spaceInt fun r θ => pFun s r θ ^ 2) = 1 := by
  rw [spaceInt_cos_sq (a := s + s) (A := √(s ^ 5 / π) ^ 2) (B := 0) (by positivity)
    (fun r θ _ _ _ => by
      rw [show -((s + s) * r) = -(s * r) + -(s * r) by ring, exp_add]
      unfold pFun
      ring), Real.sq_sqrt (by positivity), ← two_mul]
  field_simp
  ring

private lemma norm_prod {s : ℝ} (hs : 0 < s) : √(s ^ 5 / π) / √π = √(s ^ 5) / π := by
  rw [Real.sqrt_div (by positivity), div_div, Real.mul_self_sqrt pi_pos.le]

/-- The transition element of `z`, for `s > 0`. -/
theorem zElem_eq {s : ℝ} (hs : 0 < s) : zElem s = 32 * √(s ^ 5) / (1 + s) ^ 5 := by
  unfold zElem
  rw [spaceInt_cos_sq (a := 1 + s) (A := √(s ^ 5 / π) / √π) (B := 0) (by positivity)
    (fun r θ _ _ _ => by
      rw [show -((1 + s) * r) = -(s * r) + -r by ring, exp_add]
      unfold pFun oneS
      ring), norm_prod hs]
  have hp : π * π⁻¹ = 1 := mul_inv_cancel₀ pi_ne_zero
  linear_combination (32 * √(s ^ 5) / (1 + s) ^ 5) * hp

/-- The transition element of `p_z`, for `s > 0`. -/
theorem pzElem_eq {s : ℝ} (hs : 0 < s) :
    pzElem s = ((8 * √(s ^ 5) / (1 + s) ^ 4 : ℝ) : ℂ) * Complex.I := by
  have h : (spaceInt fun r θ => pFun s r θ * dz oneS r θ) = -(8 * √(s ^ 5) / (1 + s) ^ 4) := by
    rw [spaceInt_cos_sq (a := 1 + s) (A := 0) (B := -(√(s ^ 5 / π) / √π)) (by positivity)
      (fun r θ _ _ _ => by
        rw [show -((1 + s) * r) = -(s * r) + -r by ring, exp_add]
        simp only [dz, oneS_dr, oneS_dθ, pFun]
        ring), norm_prod hs]
    have hp : π * π⁻¹ = 1 := mul_inv_cancel₀ pi_ne_zero
    linear_combination (-(8 * √(s ^ 5) / (1 + s) ^ 4)) * hp
  unfold pzElem
  rw [h, Complex.ofReal_neg]
  ring

/-- The energy gap is `(s² - s + 1)/2`, for `s > 0`. -/
theorem gap_eq {s : ℝ} (hs : 0 < s) : gap s = (s ^ 2 - s + 1) / 2 := by
  unfold gap
  rw [spaceInt_cos_sq (a := s + s) (A := √(s ^ 5 / π) ^ 2 * (-(s ^ 2 / 2)))
    (B := √(s ^ 5 / π) ^ 2 * (2 * s - 1)) (by positivity)
    (fun r θ hr h0 hπ => by
      rw [hydrogenH_pFun s hr h0 hπ, show -((s + s) * r) = -(s * r) + -(s * r) by ring, exp_add]
      unfold pFun
      ring), Real.sq_sqrt (by positivity), ← two_mul]
  field_simp
  ring

private lemma difference {s : ℝ} (hs : 0 < s) :
    ∃ K, 0 < K ∧ velocityForm s - lengthForm s = K * ((2 * s - 1) * (1 - s)) := by
  have hD : 0 < s ^ 2 - s + 1 := by nlinarith [sq_nonneg (s - 1)]
  have hq : 0 < √(s ^ 5) := Real.sqrt_pos.2 (by positivity)
  refine ⟨1024 * √(s ^ 5) ^ 2 * (1 + s + 2 * (s ^ 2 - s + 1))
    / ((1 + s) ^ 10 * (s ^ 2 - s + 1) ^ 3), by positivity, ?_⟩
  unfold velocityForm lengthForm
  rw [pzElem_eq hs, norm_mul, Complex.norm_I, mul_one, Complex.norm_real,
    Real.norm_of_nonneg (by positivity), zElem_eq hs, gap_eq hs]
  have hf : (2 * s - 1) * (1 - s) = 1 + s - 2 * (s ^ 2 - s + 1) := by ring
  rw [hf]
  generalize √(s ^ 5) = q
  generalize s ^ 2 - s + 1 = D at *
  field_simp
  ring

/-- For `s > 0` the length and velocity forms agree exactly when `s = 1/2` or `s = 1`, and the
velocity form is the larger one exactly when `1/2 < s < 1`. -/
theorem length_versus_velocity {s : ℝ} (hs : 0 < s) :
    (lengthForm s = velocityForm s ↔ s = 1 / 2 ∨ s = 1) ∧
    (lengthForm s < velocityForm s ↔ 1 / 2 < s ∧ s < 1) := by
  obtain ⟨K, hK, h⟩ := difference hs
  refine ⟨⟨fun e => ?_, fun e => ?_⟩, ⟨fun e => ?_, fun e => ?_⟩⟩
  · have h0 : K * ((2 * s - 1) * (1 - s)) = 0 := by linarith
    rcases mul_eq_zero.1 ((mul_eq_zero.1 h0).resolve_left hK.ne') with h1 | h1
    · left; linarith
    · right; linarith
  · have h0 : (2 * s - 1) * (1 - s) = 0 := by
      rcases e with e | e <;> rw [e] <;> norm_num
    rw [h0, mul_zero] at h
    linarith
  · have h0 : 0 < K * ((2 * s - 1) * (1 - s)) := by linarith
    have h1 := (mul_pos_iff_of_pos_left hK).1 h0
    constructor <;> nlinarith
  · have h0 := mul_pos hK (mul_pos (by linarith [e.1] : 0 < 2 * s - 1)
      (by linarith [e.2] : 0 < 1 - s))
    linarith

/-- The two forms agree at `s = 1/2` and at `s = 1`, but the polarizability at the first point
is smaller than at the second. -/
theorem agreement_at_different_values :
    lengthForm (1 / 2) = velocityForm (1 / 2) ∧ lengthForm 1 = velocityForm 1 ∧
      lengthForm (1 / 2) < lengthForm 1 := by
  refine ⟨(length_versus_velocity (by norm_num)).1.2 (Or.inl rfl),
    (length_versus_velocity one_pos).1.2 (Or.inr rfl), ?_⟩
  have key : ∀ q u : ℝ, (32 * q / u) ^ 2 = 1024 * q ^ 2 / u ^ 2 := fun q u => by ring
  unfold lengthForm
  rw [zElem_eq (by norm_num), zElem_eq one_pos, gap_eq (by norm_num), gap_eq one_pos,
    key, key, Real.sq_sqrt (show (0 : ℝ) ≤ (1 / 2) ^ 5 by norm_num),
    Real.sq_sqrt (show (0 : ℝ) ≤ 1 ^ 5 by norm_num)]
  norm_num

end

end StarkLengthVelocity
```

```lean
#print axioms StarkLengthVelocity.hydrogenH_oneS
-- 'StarkLengthVelocity.hydrogenH_oneS' depends on axioms: [propext, Classical.choice, Quot.sound]
#print axioms StarkLengthVelocity.pFun_normalized
-- 'StarkLengthVelocity.pFun_normalized' depends on axioms: [propext, Classical.choice, Quot.sound]
#print axioms StarkLengthVelocity.length_versus_velocity
-- 'StarkLengthVelocity.length_versus_velocity' depends on axioms: [propext, Classical.choice, Quot.sound]
#print axioms StarkLengthVelocity.agreement_at_different_values
-- 'StarkLengthVelocity.agreement_at_different_values' depends on axioms: [propext, Classical.choice, Quot.sound]
```

## Two crossings with different polarizabilities

The theorem `length_versus_velocity` says that, for each $s>0$, $\alpha_L=\alpha_V$ exactly when $s=1/2$ or $s=1$, and $\alpha_L<\alpha_V$ exactly when $1/2<s<1$. The theorem `agreement_at_different_values` adds that $\alpha_L$ is smaller at $s=1/2$ than at $s=1$. At most one of the two agreed values can therefore be the converged polarizability.

In electronic-structure work, agreement between length and velocity results is often read as a sign of a good basis. For this one-electron atom with one excited function, agreement does not establish convergence.

## The atom in spherical coordinates

All functions depend on $r$ and $\theta$ only, so `spaceInt` integrates with the volume element $2\pi r^2\sin\theta\,dr\,d\theta$; the factor $2\pi$ comes from the azimuth. `hydrogenH` is the differential operator $H=-\tfrac12\Delta-1/r$ for a fixed nucleus, without relativistic terms. The name `dz` means the derivative $\partial/\partial z$, not a differential, and `s` is the exponent, not an orbital label.

The functions `oneS` and `pFun s` are real, so the matrix elements `zElem` and `pzElem` need no complex conjugation. The second is complex because $p_z=-i\,\partial/\partial z$, and `velocityForm` uses its modulus. The definition of `gap` contains the 1s energy as the number $-1/2$; `hydrogenH_oneS` supports it by verifying the eigenvalue equation for $r>0$.

The step from this model to a measured Stark shift is second-order perturbation theory, with its sum over excited states cut down to one function. This gives the length form. The velocity form also replaces $\langle\varphi_s|z|\psi\rangle$ by $\langle\varphi_s|p_z|\psi\rangle/(ig)$, which is exact if $\varphi_s$ is an eigenfunction of $H$ but not for general $s$. Both steps enter through the definitions of `lengthForm` and `velocityForm` and are not derived in Lean.

## One integral for all matrix elements

Every integrand needed has the form $(Ar^2+Br)e^{-ar}\cos^2\theta$ with $a>0$. Since $\int_0^\pi\cos^2\theta\sin\theta\,d\theta=2/3$ and $\int_0^\infty r^n e^{-ar}dr=n!/a^{n+1}$, its space integral is
$$\frac{4\pi}{3}\left(\frac{24A}{a^5}+\frac{6B}{a^4}\right).$$
This is `spaceInt_cos_sq`. Its proof finds the angular integral from the primitive $-\cos^3\theta/3$ and the radial ones from the Gamma function.

**Normalization.** With $A=N^2$, $B=0$, $a=2s$, the integral is $\pi N^2/s^5=1$ (`pFun_normalized`).

**Transition elements.** For $z$, take $A=N/\sqrt\pi=s^{5/2}/\pi$, $B=0$ and $a=1+s$. For $p_z$, the derivative $\partial_z\psi=-\cos\theta\,\psi$ gives $A=0$ and $B=-s^{5/2}/\pi$. Hence
$$\langle\varphi_s|z|\psi\rangle=\frac{32s^{5/2}}{(1+s)^5},\qquad \langle\varphi_s|p_z|\psi\rangle=\frac{8i\,s^{5/2}}{(1+s)^4}.$$
These are `zElem_eq` and `pzElem_eq`; `norm_prod` combines the two normalization constants.

**Energies.** For 1s, $\partial_r(r^2\partial_r\psi)/r^2=(1-2/r)\psi$, so $H\psi=(-\tfrac12+\tfrac1r-\tfrac1r)\psi=-\tfrac12\psi$. For the p function, the radial part of the Laplacian gives $N\cos\theta\,e^{-sr}(2/r-4s+s^2r)$ and the angular part gives $-2N\cos\theta\,e^{-sr}/r$. The $1/r$ terms cancel, and
$$H\varphi_s=N\cos\theta\,e^{-sr}\left(2s-1-\frac{s^2}{2}r\right),$$
which is `hydrogenH_pFun`. The Lean proofs build these derivatives with the product and chain rules, and `field_simp` and `ring` finish the algebra. Multiplying by $\varphi_s$ and integrating with $A=-N^2s^2/2$, $B=N^2(2s-1)$, $a=2s$ gives the mean energy
$$-\frac{s^2}{2}+\frac{s(2s-1)}{2}=\frac{s^2-s}{2}.$$
Subtracting $-1/2$ yields $g=D/2$ with $D=s^2-s+1$ (`gap_eq`). Since $D=(s-\tfrac12)^2+\tfrac34$, the gap is always positive.

## The sign of the difference

Substitution gives
$$\alpha_L=\frac{4096\,s^5}{(1+s)^{10}D},\qquad \alpha_V=\frac{1024\,s^5}{(1+s)^8D^3},$$
and therefore
$$\alpha_V-\alpha_L=\frac{1024\,s^5\,(1+s+2D)}{(1+s)^{10}D^3}\,(1+s-2D).$$
The fraction is positive, and $1+s-2D=(2s-1)(1-s)$. The lemma `difference` states this with the fraction as `K`. The main theorem then reads off the zeros and the sign: the product vanishes at $s=1/2$ and $s=1$ and is positive only between them.

At the crossings, $\alpha_L(1/2)=524288/177147\approx2.96$ and $\alpha_L(1)=4$. The last theorem evaluates both expressions after squaring away the roots, and `norm_num` compares them.

## Why each crossing occurs

A commutator argument, which the Lean proof never uses, accounts for both points. From $[H,z]=-ip_z$ it follows that $p_z\psi=i(H+\tfrac12)z\psi$. If $\varphi_s$ is an eigenfunction of $H$, this gives $\langle\varphi_s|p_z|\psi\rangle=ig\langle\varphi_s|z|\psi\rangle$, and the two forms coincide. The formula for $H\varphi_s$ shows that this happens only at $s=1/2$, where $\varphi_s$ is the 2p orbital with energy $-1/8$.

At $s=1$ the function is not an eigenfunction, but $\varphi_1=z\psi$. Then $\langle\varphi_1|z|\psi\rangle=1$ and $\langle\varphi_1|p_z|\psi\rangle=i\langle\varphi_1|H+\tfrac12|\varphi_1\rangle=ig$, so the forms again coincide.
